# Two perpendicular boosts leave a Wigner rotation, with the Thomas half at low speed

An electron in orbit keeps changing direction, so a boost along its motion is followed by a further small boost across it. Two non-zero perpendicular boosts do not combine into a pure boost: a rotation is left over, and for motion in a plane it is computed here.

```lean
import Mathlib

open Matrix Filter Topology

namespace ThomasWigner

noncomputable section

/-- Lorentz factor of the planar velocity `(u, v)` in units of the speed of light,
for `u² + v² < 1`. -/
def gamma (u v : ℝ) : ℝ := 1 / Real.sqrt (1 - u ^ 2 - v ^ 2)

/-- Pure Lorentz boost with velocity `(u, v)`, acting on `(t, x, y)`, for `u² + v² < 1`. -/
def boost (u v : ℝ) : Matrix (Fin 3) (Fin 3) ℝ :=
  !![gamma u v, gamma u v * u, gamma u v * v;
     gamma u v * u, 1 + gamma u v ^ 2 / (1 + gamma u v) * u ^ 2,
       gamma u v ^ 2 / (1 + gamma u v) * (u * v);
     gamma u v * v, gamma u v ^ 2 / (1 + gamma u v) * (u * v),
       1 + gamma u v ^ 2 / (1 + gamma u v) * v ^ 2]

/-- Rotation of the spatial plane by the angle `θ`, leaving time unchanged. -/
def rotation (θ : ℝ) : Matrix (Fin 3) (Fin 3) ℝ :=
  !![1, 0, 0; 0, Real.cos θ, -Real.sin θ; 0, Real.sin θ, Real.cos θ]

/-- Minkowski interval `t² - x² - y²` of an event. -/
def interval (X : Fin 3 → ℝ) : ℝ := X 0 ^ 2 - X 1 ^ 2 - X 2 ^ 2

/-- Wigner angle of a boost `b₁` along x followed by a boost `b₂` along y,
for speeds below one. -/
def wignerAngle (b₁ b₂ : ℝ) : ℝ :=
  Real.arcsin (gamma b₁ 0 * gamma 0 b₂ * b₁ * b₂ / (1 + gamma b₁ 0 * gamma 0 b₂))

/-- Below the speed of light the Lorentz factor is positive and satisfies
`γ² (1 - u² - v²) = 1`. -/
theorem gamma_spec {u v : ℝ} (h : u ^ 2 + v ^ 2 < 1) :
    0 < gamma u v ∧ gamma u v ^ 2 * (1 - u ^ 2 - v ^ 2) = 1 := by
  have hp : 0 < 1 - u ^ 2 - v ^ 2 := by linarith
  refine ⟨one_div_pos.mpr (Real.sqrt_pos.mpr hp), ?_⟩
  rw [gamma, div_pow, one_pow, Real.sq_sqrt hp.le]
  exact one_div_mul_cancel hp.ne'

/-- A boost preserves the Minkowski interval of every event. -/
theorem interval_boost {u v : ℝ} (h : u ^ 2 + v ^ 2 < 1) (X : Fin 3 → ℝ) :
    interval (boost u v *ᵥ X) = interval X := by
  obtain ⟨hg, H⟩ := gamma_spec h
  simp only [interval, boost, Matrix.mulVec, dotProduct, Fin.sum_univ_three]
  generalize gamma u v = g at hg H ⊢
  have hi : (1 + g)⁻¹ * (1 + g) = 1 := inv_mul_cancel₀ (by positivity)
  have k1 : g ^ 2 / (1 + g) * (u ^ 2 + v ^ 2) = g - 1 := by
    linear_combination (g - 1) * hi - (1 + g)⁻¹ * H
  have k2 : g ^ 2 / (1 + g) * (1 + g) = g ^ 2 := div_mul_cancel₀ _ (by positivity)
  generalize g ^ 2 / (1 + g) = k at k1 k2 ⊢
  simp
  linear_combination X 0 ^ 2 * H - 2 * X 0 * g * (X 1 * u + X 2 * v) * k1
    - (X 1 * u + X 2 * v) ^ 2 * (k * k1 + k2)

/-- The matrices of the boosts along the x axis and along the y axis. -/
theorem boost_axis {b : ℝ} (h : b ^ 2 < 1) :
    boost b 0 = !![gamma b 0, gamma b 0 * b, 0; gamma b 0 * b, gamma b 0, 0; 0, 0, 1] ∧
    boost 0 b = !![gamma 0 b, 0, gamma 0 b * b; 0, 1, 0; gamma 0 b * b, 0, gamma 0 b] := by
  have key : ∀ g : ℝ, 0 < g → g ^ 2 * (1 - b ^ 2) = 1 →
      1 + g ^ 2 / (1 + g) * b ^ 2 = g := by
    intro g hg H
    have hi : (1 + g)⁻¹ * (1 + g) = 1 := inv_mul_cancel₀ (by positivity)
    linear_combination (g - 1) * hi - (1 + g)⁻¹ * H
  obtain ⟨p, H⟩ := gamma_spec (u := b) (v := 0) (by linarith)
  obtain ⟨q, K⟩ := gamma_spec (u := 0) (v := b) (by linarith)
  constructor
  · rw [boost, key _ p (by linear_combination H)]
    simp
  · rw [boost, key _ q (by linear_combination K)]
    simp

/-- The Lorentz factor of the resultant velocity is the product of the two factors. -/
theorem gamma_resultant {b₁ b₂ : ℝ} (h₁ : b₁ ^ 2 < 1) (h₂ : b₂ ^ 2 < 1) :
    gamma (b₁ * Real.sqrt (1 - b₂ ^ 2)) b₂ = gamma b₁ 0 * gamma 0 b₂ := by
  have e : 1 - (b₁ * Real.sqrt (1 - b₂ ^ 2)) ^ 2 - b₂ ^ 2
      = (1 - b₁ ^ 2 - 0 ^ 2) * (1 - 0 ^ 2 - b₂ ^ 2) := by
    rw [mul_pow, Real.sq_sqrt (by linarith)]
    ring
  unfold gamma
  rw [e, Real.sqrt_mul (by linarith), one_div_mul_one_div]

/-- Rotations by opposite angles cancel. -/
theorem rotation_mul_neg (θ : ℝ) : rotation θ * rotation (-θ) = 1 := by
  ext i j
  fin_cases i <;> fin_cases j <;>
    simp [rotation, Matrix.mul_apply, Fin.sum_univ_three] <;>
    nlinarith [Real.sin_sq_add_cos_sq θ]

/-- The entries of the product of the two boosts, multiplied on the right by the rotation through
`-θ`. -/
theorem boosts_mul_rotation {b₁ b₂ : ℝ} (h₁ : b₁ ^ 2 < 1) (h₂ : b₂ ^ 2 < 1) (θ : ℝ) :
    boost 0 b₂ * boost b₁ 0 * rotation (-θ) =
      !![gamma b₁ 0 * gamma 0 b₂,
          gamma b₁ 0 * gamma 0 b₂ * b₁ * Real.cos θ - gamma 0 b₂ * b₂ * Real.sin θ,
          gamma b₁ 0 * gamma 0 b₂ * b₁ * Real.sin θ + gamma 0 b₂ * b₂ * Real.cos θ;
        gamma b₁ 0 * b₁, gamma b₁ 0 * Real.cos θ, gamma b₁ 0 * Real.sin θ;
        gamma b₁ 0 * gamma 0 b₂ * b₂,
          gamma b₁ 0 * gamma 0 b₂ * b₁ * b₂ * Real.cos θ - gamma 0 b₂ * Real.sin θ,
          gamma b₁ 0 * gamma 0 b₂ * b₁ * b₂ * Real.sin θ + gamma 0 b₂ * Real.cos θ] := by
  rw [(boost_axis h₂).2, (boost_axis h₁).1]
  ext i j
  fin_cases i <;> fin_cases j <;>
    simp [rotation, Matrix.mul_apply, Fin.sum_univ_three, -mul_eq_mul_right_iff] <;> ring

/-- Cosine and sine of the Wigner angle in terms of the two speeds and Lorentz factors. -/
theorem wignerAngle_spec {b₁ b₂ : ℝ} (h₁ : b₁ ^ 2 < 1) (h₂ : b₂ ^ 2 < 1) :
    Real.cos (wignerAngle b₁ b₂)
      = (gamma b₁ 0 + gamma 0 b₂) / (1 + gamma b₁ 0 * gamma 0 b₂) ∧
    Real.sin (wignerAngle b₁ b₂)
      = gamma b₁ 0 * gamma 0 b₂ * b₁ * b₂ / (1 + gamma b₁ 0 * gamma 0 b₂) := by
  obtain ⟨p, H⟩ := gamma_spec (u := b₁) (v := 0) (by linarith)
  obtain ⟨q, K⟩ := gamma_spec (u := 0) (v := b₂) (by linarith)
  unfold wignerAngle
  generalize gamma b₁ 0 = g at p H ⊢
  generalize gamma 0 b₂ = k at q K ⊢
  have hD : (1 + g * k) ^ 2 ≠ 0 := by positivity
  have hc : 0 ≤ (g + k) / (1 + g * k) := by positivity
  have e : (g * k * b₁ * b₂ / (1 + g * k)) ^ 2 + ((g + k) / (1 + g * k)) ^ 2 = 1 := by
    rw [div_pow, div_pow, ← add_div, div_eq_iff hD]
    linear_combination (-(k ^ 2 * b₂ ^ 2)) * H - (g ^ 2 - 1) * K
  generalize g * k * b₁ * b₂ / (1 + g * k) = s at e ⊢
  generalize (g + k) / (1 + g * k) = c at e hc ⊢
  constructor
  · rw [Real.cos_arcsin, show 1 - s ^ 2 = c ^ 2 by linarith, Real.sqrt_sq hc]
  · exact Real.sin_arcsin (by nlinarith [sq_nonneg c]) (by nlinarith [sq_nonneg c])

/-- A boost along x followed by a boost along y is the rotation by the Wigner angle
followed by a single pure boost. -/
theorem boost_mul_boost {b₁ b₂ : ℝ} (h₁ : b₁ ^ 2 < 1) (h₂ : b₂ ^ 2 < 1) :
    boost 0 b₂ * boost b₁ 0
      = boost (b₁ * Real.sqrt (1 - b₂ ^ 2)) b₂ * rotation (wignerAngle b₁ b₂) := by
  have key : boost 0 b₂ * boost b₁ 0 * rotation (-wignerAngle b₁ b₂)
      = boost (b₁ * Real.sqrt (1 - b₂ ^ 2)) b₂ := by
    obtain ⟨p, H⟩ := gamma_spec (u := b₁) (v := 0) (by linarith)
    obtain ⟨q, K⟩ := gamma_spec (u := 0) (v := b₂) (by linarith)
    obtain ⟨hc, hs⟩ := wignerAngle_spec h₁ h₂
    have hr : gamma 0 b₂ * Real.sqrt (1 - b₂ ^ 2) = 1 := by
      rw [gamma, show 1 - (0 : ℝ) ^ 2 - b₂ ^ 2 = 1 - b₂ ^ 2 by ring]
      exact one_div_mul_cancel (Real.sqrt_pos.mpr (by linarith)).ne'
    rw [boosts_mul_rotation h₁ h₂, boost, gamma_resultant h₁ h₂]
    generalize Real.cos (wignerAngle b₁ b₂) = c at hc ⊢
    generalize Real.sin (wignerAngle b₁ b₂) = s at hs ⊢
    generalize Real.sqrt (1 - b₂ ^ 2) = r at hr ⊢
    generalize gamma b₁ 0 = g at p H hc hs ⊢
    generalize gamma 0 b₂ = k at q K hc hs hr ⊢
    have hi : (1 + g * k) * (1 + g * k)⁻¹ = 1 := mul_inv_cancel₀ (by positivity)
    simp only [div_eq_mul_inv] at hc hs ⊢
    generalize (1 + g * k)⁻¹ = i at hi hc hs ⊢
    -- compare the two matrices entry by entry
    have e01 : g * k * b₁ * c - k * b₂ * s = g * k * (b₁ * r) := by
      linear_combination g * k * b₁ * hc - k * b₂ * hs + i * g * b₁ * K + g * b₁ * hi
        - g * b₁ * hr
    have e02 : g * k * b₁ * s + k * b₂ * c = g * k * b₂ := by
      linear_combination g * k * b₁ * hs + k * b₂ * hc + g * k * b₂ * hi
        - i * k ^ 2 * b₂ * H
    have e10 : g * b₁ = g * k * (b₁ * r) := by linear_combination -(g * b₁) * hr
    have e11 : g * c = 1 + (g * k) ^ 2 * i * (b₁ * r) ^ 2 := by
      linear_combination g * hc + hi + i * H - g ^ 2 * b₁ ^ 2 * i * (k * r + 1) * hr
    have e12 : g * s = (g * k) ^ 2 * i * (b₁ * r * b₂) := by
      linear_combination g * hs - i * g ^ 2 * k * b₁ * b₂ * hr
    have e21 : g * k * b₁ * b₂ * c - k * s = (g * k) ^ 2 * i * (b₁ * r * b₂) := by
      linear_combination g * k * b₁ * b₂ * hc - k * hs - i * g ^ 2 * k * b₁ * b₂ * hr
    have e22 : g * k * b₁ * b₂ * s + k * c = 1 + (g * k) ^ 2 * i * b₂ ^ 2 := by
      linear_combination g * k * b₁ * b₂ * hs + k * hc + hi + i * K
        - i * k ^ 2 * b₂ ^ 2 * H
    rw [e01, e02, e10, e11, e12, e21, e22]
  have hR := rotation_mul_neg (-wignerAngle b₁ b₂)
  rw [neg_neg] at hR
  rw [← key, mul_assoc, hR, mul_one]

/-- If the first speed is non-zero (and both are below one), the product of the two boosts factors
as a symmetric matrix times a rotation in exactly one way: the symmetric factor is a pure boost, and
the rotation has the stated cosine and sine. -/
theorem wigner_rotation_iff {b₁ b₂ : ℝ} (h₁ : b₁ ^ 2 < 1) (h₂ : b₂ ^ 2 < 1) (h₀ : b₁ ≠ 0)
    {S : Matrix (Fin 3) (Fin 3) ℝ} (hS : S.IsSymm) (θ : ℝ) :
    boost 0 b₂ * boost b₁ 0 = S * rotation θ ↔
      S = boost (b₁ * Real.sqrt (1 - b₂ ^ 2)) b₂ ∧
      Real.cos θ = (gamma b₁ 0 + gamma 0 b₂) / (1 + gamma b₁ 0 * gamma 0 b₂) ∧
      Real.sin θ = gamma b₁ 0 * gamma 0 b₂ * b₁ * b₂ / (1 + gamma b₁ 0 * gamma 0 b₂) := by
  obtain ⟨wc, ws⟩ := wignerAngle_spec h₁ h₂
  constructor
  · intro h
    have hM : S = boost 0 b₂ * boost b₁ 0 * rotation (-θ) := by
      rw [h, mul_assoc, rotation_mul_neg, mul_one]
    have hL := hM
    rw [boosts_mul_rotation h₁ h₂] at hL
    -- symmetry of S gives two linear equations for cos θ and sin θ
    have e1 : gamma b₁ 0 * b₁ = gamma b₁ 0 * gamma 0 b₂ * b₁ * Real.cos θ
        - gamma 0 b₂ * b₂ * Real.sin θ := by
      have t := hS.apply 0 1
      rw [hL] at t
      exact t
    have e2 : gamma b₁ 0 * gamma 0 b₂ * b₁ * b₂ * Real.cos θ - gamma 0 b₂ * Real.sin θ
        = gamma b₁ 0 * Real.sin θ := by
      have t := hS.apply 1 2
      rw [hL] at t
      exact t
    have hcs : Real.cos θ = (gamma b₁ 0 + gamma 0 b₂) / (1 + gamma b₁ 0 * gamma 0 b₂) ∧
        Real.sin θ
          = gamma b₁ 0 * gamma 0 b₂ * b₁ * b₂ / (1 + gamma b₁ 0 * gamma 0 b₂) := by
      obtain ⟨p, -⟩ := gamma_spec (u := b₁) (v := 0) (by linarith)
      obtain ⟨q, K⟩ := gamma_spec (u := 0) (v := b₂) (by linarith)
      generalize gamma b₁ 0 = g at p e1 e2 ⊢
      generalize gamma 0 b₂ = k at q K e1 e2 ⊢
      have hD : 1 + g * k ≠ 0 := by positivity
      have hc : Real.cos θ * (1 + g * k) = g + k := by
        apply mul_left_cancel₀ (mul_ne_zero p.ne' h₀)
        linear_combination -(g + k) * e1 - k * b₂ * e2 - g * b₁ * Real.cos θ * K
      have hs : Real.sin θ * (1 + g * k) = g * k * b₁ * b₂ := by
        apply mul_left_cancel₀ (add_pos p q).ne'
        linear_combination -(1 + g * k) * e2 + g * k * b₁ * b₂ * hc
      exact ⟨(eq_div_iff hD).mpr hc, (eq_div_iff hD).mpr hs⟩
    have hrot : rotation (wignerAngle b₁ b₂) = rotation θ := by
      simp only [rotation, wc, ws, hcs.1, hcs.2]
    refine ⟨?_, hcs⟩
    rw [hM, boost_mul_boost h₁ h₂, hrot, mul_assoc, rotation_mul_neg, mul_one]
  · rintro ⟨rfl, hc, hs⟩
    rw [boost_mul_boost h₁ h₂]
    simp only [rotation, wc, ws, hc, hs]

/-- The Thomas half: as both speeds tend to zero, the sine of the Wigner angle and the angle
itself, each divided by the product of the speeds, tend to one half. -/
theorem thomas_half :
    Tendsto (fun p : ℝ × ℝ => Real.sin (wignerAngle p.1 p.2) / (p.1 * p.2))
      (𝓝[{p | p.1 * p.2 ≠ 0}] 0) (𝓝 (1 / 2)) ∧
    Tendsto (fun p : ℝ × ℝ => wignerAngle p.1 p.2 / (p.1 * p.2))
      (𝓝[{p | p.1 * p.2 ≠ 0}] 0) (𝓝 (1 / 2)) := by
  have k1 : ContinuousAt (fun p : ℝ × ℝ => gamma p.1 0) 0 := by
    unfold gamma
    exact ContinuousAt.div continuousAt_const (by fun_prop) (by simp)
  have k2 : ContinuousAt (fun p : ℝ × ℝ => gamma 0 p.2) 0 := by
    unfold gamma
    exact ContinuousAt.div continuousAt_const (by fun_prop) (by simp)
  have k : Tendsto (fun p : ℝ × ℝ => gamma p.1 0 * gamma 0 p.2 /
      (1 + gamma p.1 0 * gamma 0 p.2)) (𝓝 0) (𝓝 (1 / 2)) := by
    have t := (k1.tendsto.mul k2.tendsto).div
      ((tendsto_const_nhds (x := (1 : ℝ))).add (k1.tendsto.mul k2.tendsto))
      (by norm_num [gamma])
    have v : (1 / 2 : ℝ) = gamma (0 : ℝ × ℝ).1 0 * gamma 0 (0 : ℝ × ℝ).2 /
        (1 + gamma (0 : ℝ × ℝ).1 0 * gamma 0 (0 : ℝ × ℝ).2) := by
      norm_num [gamma]
    rw [v]
    exact t
  have l1 : ∀ᶠ p : ℝ × ℝ in 𝓝 0, p.1 ^ 2 < 1 :=
    (continuous_fst.pow 2).continuousAt.eventually_lt continuousAt_const (by simp)
  have l2 : ∀ᶠ p : ℝ × ℝ in 𝓝 0, p.2 ^ 2 < 1 :=
    (continuous_snd.pow 2).continuousAt.eventually_lt continuousAt_const (by simp)
  have hsin : Tendsto (fun p : ℝ × ℝ => Real.sin (wignerAngle p.1 p.2) / (p.1 * p.2))
      (𝓝[{p | p.1 * p.2 ≠ 0}] 0) (𝓝 (1 / 2)) := by
    refine (k.mono_left nhdsWithin_le_nhds).congr' ?_
    filter_upwards [nhdsWithin_le_nhds l1, nhdsWithin_le_nhds l2, self_mem_nhdsWithin]
      with p a b hp
    rw [(wignerAngle_spec a b).2, eq_div_iff hp]
    ring
  refine ⟨hsin, ?_⟩
  -- the sine tends to zero through nonzero values, and arcsin has slope one at zero
  have hpp : Tendsto (fun p : ℝ × ℝ => p.1 * p.2) (𝓝 0) (𝓝 0) := by
    have h : Continuous (fun p : ℝ × ℝ => p.1 * p.2) := by fun_prop
    convert h.tendsto 0 using 2
    simp
  have h0 : Tendsto (fun p : ℝ × ℝ => Real.sin (wignerAngle p.1 p.2))
      (𝓝[{p | p.1 * p.2 ≠ 0}] 0) (𝓝 0) := by
    have t := hsin.mul (hpp.mono_left nhdsWithin_le_nhds)
    rw [mul_zero] at t
    refine t.congr' ?_
    filter_upwards [self_mem_nhdsWithin] with p hp
    exact div_mul_cancel₀ _ hp
  have hne : ∀ᶠ p : ℝ × ℝ in 𝓝[{p | p.1 * p.2 ≠ 0}] 0,
      Real.sin (wignerAngle p.1 p.2) ≠ 0 := by
    filter_upwards [hsin.eventually_ne (by norm_num : (1 / 2 : ℝ) ≠ 0)] with p hp h
    exact hp (by rw [h, zero_div])
  have hd : Tendsto (slope Real.arcsin 0) (𝓝[≠] 0) (𝓝 1) := by
    have t := hasDerivAt_iff_tendsto_slope.mp
      (Real.hasDerivAt_arcsin (x := 0) (by norm_num) (by norm_num))
    convert t using 2
    simp
  have t := (hd.comp (tendsto_nhdsWithin_iff.mpr ⟨h0, hne⟩)).mul hsin
  rw [one_mul] at t
  refine t.congr' ?_
  filter_upwards [hne] with p hp
  have ha : Real.arcsin (Real.sin (wignerAngle p.1 p.2)) = wignerAngle p.1 p.2 :=
    Real.arcsin_sin (Real.neg_pi_div_two_le_arcsin _) (Real.arcsin_le_pi_div_two _)
  simp only [Function.comp_apply, slope_def_field, Real.arcsin_zero, sub_zero, ha]
  rw [div_mul_div_comm, mul_comm (Real.sin _), mul_div_mul_right _ _ hp]

end

end ThomasWigner
```

```lean
#print axioms ThomasWigner.interval_boost
#print axioms ThomasWigner.wigner_rotation_iff
#print axioms ThomasWigner.thomas_half
```

```
'ThomasWigner.interval_boost' depends on axioms: [propext, Classical.choice, Quot.sound]
'ThomasWigner.wigner_rotation_iff' depends on axioms: [propext, Classical.choice, Quot.sound]
'ThomasWigner.thomas_half' depends on axioms: [propext, Classical.choice, Quot.sound]
```

## Boosts, rotation and the unique factorisation

Events are $(t,x,y)$ with $c=1$, numbered 0, 1, 2 in Lean. The matrix `boost u v` is active: it carries a particle at rest to velocity $(u,v)$. The matrix `rotation θ` turns the spatial plane anticlockwise. Write $B_1$ for `boost b₁ 0`, $B_2$ for `boost 0 b₂`, $\gamma_i=1/\sqrt{1-b_i^2}$ and $D=1+\gamma_1\gamma_2$. The speeds may carry either sign.

For $b_1^2,b_2^2<1$, $b_1\neq0$ and any symmetric $S$, `wigner_rotation_iff` says that $B_2B_1=S\,R(\theta)$ holds exactly when $S$ is the pure boost with velocity $(b_1\sqrt{1-b_2^2},\,b_2)$ and

$$\cos\theta=\frac{\gamma_1+\gamma_2}{D},\qquad \sin\theta=\frac{\gamma_1\gamma_2b_1b_2}{D}.$$

$S$ is assumed only to be symmetric; that it is a boost is a conclusion. The condition $b_1\neq0$ excludes the case of two zero speeds, where $\theta=\pi$ with $S=\mathrm{diag}(1,-1,-1)$ would be a second factorisation. It also leaves out $b_1=0$ with $b_2\neq0$, where the product is already a pure boost and the factorisation is still unique.

## Why the rotation has this angle

First, `boost` is a Lorentz transformation. For velocity $\mathbf v$ with factor $\gamma$, put $w=\mathbf v\cdot\mathbf r$ and $\kappa=\gamma^2/(1+\gamma)$. Then $t'=\gamma(t+w)$ and $\mathbf r'=\mathbf r+(\kappa w+\gamma t)\mathbf v$. Since $\gamma^2(1-v^2)=1$ gives $\kappa v^2=\gamma-1$, in $t'^2-r'^2$ the coefficient of $t^2$ is 1, that of $tw$ is $2\gamma(\gamma-1-\kappa v^2)=0$, and that of $w^2$ is $\gamma^2-\kappa(1+\gamma)=0$. What remains is $t^2-r^2$, as `interval_boost` states.

Next, `boost_axis` gives the two axis boosts, and multiplication gives

$$B_2B_1=\begin{pmatrix}\gamma_1\gamma_2&\gamma_1\gamma_2b_1&\gamma_2b_2\\ \gamma_1b_1&\gamma_1&0\\ \gamma_1\gamma_2b_2&\gamma_1\gamma_2b_1b_2&\gamma_2\end{pmatrix}.$$

If $B_2B_1=S\,R(\theta)$, then $S=B_2B_1R(-\theta)$, which `boosts_mul_rotation` writes out. Equating its entries 01 with 10, and 12 with 21, gives

$$\gamma_1b_1=\gamma_1\gamma_2b_1\cos\theta-\gamma_2b_2\sin\theta,\qquad(\gamma_1+\gamma_2)\sin\theta=\gamma_1\gamma_2b_1b_2\cos\theta.$$

Insert the second into the first, divide by $\gamma_1b_1$ and use $\gamma_2^2(1-b_2^2)=1$:

$$1=\cos\theta\,\frac{\gamma_1\gamma_2+\gamma_2^2(1-b_2^2)}{\gamma_1+\gamma_2}=\cos\theta\,\frac{D}{\gamma_1+\gamma_2}.$$

This fixes the cosine, and the second equation then fixes the sine. In Lean these are `e1`, `e2`, `hc` and `hs`.

Such an angle exists because $\gamma_i^2b_i^2=\gamma_i^2-1$ gives

$$(\gamma_1+\gamma_2)^2+(\gamma_1^2-1)(\gamma_2^2-1)=D^2.$$

`wignerAngle` is the arcsine of the stated sine, and `wignerAngle_spec` uses this identity to obtain its cosine, which is positive.

It remains to check that $S$ is the claimed boost. Its Lorentz factor is $\gamma_1\gamma_2$ (`gamma_resultant`), because $1-b_1^2(1-b_2^2)-b_2^2=(1-b_1^2)(1-b_2^2)$. Its velocity is $(b_1/\gamma_2,b_2)$. At the Wigner angle the entries of $B_2B_1R(-\theta)$ become

$$\begin{aligned}
S_{00}&=\gamma_1\gamma_2,\qquad S_{01}=S_{10}=\gamma_1b_1,\qquad S_{02}=S_{20}=\gamma_1\gamma_2b_2,\\
S_{11}&=\frac{\gamma_1(\gamma_1+\gamma_2)}{D}=1+\frac{\gamma_1^2b_1^2}{D},\qquad S_{12}=S_{21}=\frac{\gamma_1^2\gamma_2b_1b_2}{D},\\
S_{22}&=\frac{(\gamma_1^2-1)(\gamma_2^2-1)+\gamma_2(\gamma_1+\gamma_2)}{D}=1+\frac{\gamma_1^2\gamma_2^2b_2^2}{D}.
\end{aligned}$$

These are the boost's entries. In `boost_mul_boost`, `generalize` replaces the Lorentz factors, the remaining square root, the cosine and the sine by letters, and `linear_combination` verifies the entries that do not already agree as written, from the relations between these letters. Multiplying by $R(\theta)$ on the right restores $B_2B_1$.

## The low-speed half

For $b_1b_2\neq0$,

$$\frac{\sin\theta}{b_1b_2}=\frac{\gamma_1\gamma_2}{1+\gamma_1\gamma_2}\longrightarrow\frac12$$

as both speeds tend to zero, by continuity of $\gamma$ at rest. In `thomas_half`, the filter `𝓝[{p | p.1 * p.2 ≠ 0}] 0` expresses this joint limit with neither speed zero. The sine itself then tends to zero through non-zero values, and arcsine has slope 1 there, so $\theta/\sin\theta\to1$ and $\theta/(b_1b_2)\to\frac12$ as well.

## Speeds of three fifths

Take $b_1=b_2=\frac35$, so $\gamma_1=\gamma_2=\frac54$ and $D=\frac{41}{16}$. Then $\cos\theta=\frac{40}{41}$ and $\sin\theta=\frac{9}{41}$, an angle of about $12.7^\circ$. The resultant velocity is $(\frac{12}{25},\frac35)$, with Lorentz factor $\frac{25}{16}$. The ratio $\sin\theta/(b_1b_2)=\frac{25}{41}\approx0.61$ is still well above one half.

## In spin-orbit calculations

For two perpendicular boosts in a plane, the limit gives the size of the kinematic half behind Thomas precession. The sign depends on the order. The product $B_2B_1$ takes both boosts along fixed laboratory axes, whereas the further boost of an orbiting electron is made in its instantaneous rest frame, which gives $B_1B_2$. Since the boost matrices are symmetric, $B_1B_2=(B_2B_1)^{\mathsf T}=R(-\theta)S=\bigl(R(-\theta)SR(\theta)\bigr)R(-\theta)$, a pure boost after a rotation by $-\theta$. The electron's axes therefore turn against the turning of its velocity. The precession rate and the Breit–Pauli Hamiltonian need further derivation. In a Breit–Pauli calculation for a central potential energy $V$, the Thomas correction is already contained in the prefactor of

$$\frac{1}{2m^2c^2}\,\frac1r\frac{dV}{dr}\,\mathbf L\cdot\mathbf S,$$

with electron $g$-factor 2, so code that uses this operator must not halve it again. Here $m$ is the electron mass, $c$ the speed of light (no longer set to 1), $\mathbf L$ the orbital angular momentum and $\mathbf S$ the spin, not the matrix $S$ above. A program that composes the two boosts directly as $B_2B_1$ can obtain the angle $\theta$ as `atan2(γ₁γ₂b₁b₂, γ₁+γ₂)`, since the common denominator $D$ is positive.
